# Every function on a one-dimensional periodic grid splits uniquely into eigencomponents of the unitary discrete Fourier transform for 1, -1, i and -i

Let N ≥ 1. The grid points are the integers modulo N, written `ZMod N`, so -j is the mirror image of j about the origin. A grid function f is a map `ZMod N → ℂ`, with no symmetry or normalisation assumed. The hypothesis `NeZero N` excludes N = 0.

```lean
import Mathlib

open Matrix Complex

namespace DFTEigenspaces

noncomputable section

variable {N : ℕ} [NeZero N]
```

The Fourier matrix F has the entries

F(j,k) = exp(-2πi jk/N)/√N.

This fixes the minus sign in the exponent and the symmetric factor 1/√N. In Lean the exponential is `ZMod.stdAddChar`, the character m ↦ exp(2πi m/N), evaluated at -jk.

```lean
/-- The normalised discrete Fourier matrix on a periodic grid of `N` points. -/
def dftMatrix (N : ℕ) [NeZero N] : Matrix (ZMod N) (ZMod N) ℂ :=
  Matrix.of fun j k => ((√(N : ℝ) : ℝ) : ℂ)⁻¹ * ZMod.stdAddChar (-(j * k))
```

For a number c with c⁴ = 1, define the part of f selected by c as

P_c f = (f + c³ Ff + c² F²f + c F³f)/4.

Lean calls it `eigenPart c f`, and `*ᵥ` is the matrix acting on a function. The definition accepts any complex c; the condition c⁴ = 1 enters later as a hypothesis.

```lean
/-- The combination of `f` and its first three Fourier transforms that selects
the Fourier eigenvalue `c`, for `c` a fourth root of unity. -/
def eigenPart (c : ℂ) (f : ZMod N → ℂ) : ZMod N → ℂ :=
  (1 / 4 : ℂ) • (f + c ^ 3 • (dftMatrix N *ᵥ f)
    + c ^ 2 • (dftMatrix N *ᵥ (dftMatrix N *ᵥ f))
    + c • (dftMatrix N *ᵥ (dftMatrix N *ᵥ (dftMatrix N *ᵥ f))))
```

A splitting of f consists of four functions g₀, g₁, g₂, g₃ with

Fg₀ = g₀, Fg₁ = -g₁, Fg₂ = i g₂, Fg₃ = -i g₃,
g₀ + g₁ + g₂ + g₃ = f.

Components may be zero. For N = 1 and N = 2 every point is its own mirror image, so the odd components g₂ and g₃ must vanish.

```lean
/-- The four functions `g 0, g 1, g 2, g 3` add up to `f` and are multiplied by
`1, -1, i, -i` respectively under the Fourier transform. -/
def IsSplitting (f : ZMod N → ℂ) (g : Fin 4 → ZMod N → ℂ) : Prop :=
  dftMatrix N *ᵥ g 0 = (1 : ℂ) • g 0 ∧ dftMatrix N *ᵥ g 1 = (-1 : ℂ) • g 1 ∧
  dftMatrix N *ᵥ g 2 = I • g 2 ∧ dftMatrix N *ᵥ g 3 = (-I) • g 3 ∧
  g 0 + g 1 + g 2 + g 3 = f
```

For integer representatives j and k, the character gives the plane-wave entries stated above.

```lean
/-- The entries of the Fourier matrix are the plane waves `exp(-2πi jk/N)/√N`. -/
theorem dftMatrix_entry (j k : ℤ) :
    dftMatrix N (j : ZMod N) (k : ZMod N) =
      ((√(N : ℝ) : ℝ) : ℂ)⁻¹ * Complex.exp (-(2 * Real.pi * I * (j * k) / N)) := by
  have h : -((j : ZMod N) * (k : ZMod N)) = ((-(j * k) : ℤ) : ZMod N) := by simp
  simp only [dftMatrix, Matrix.of_apply]
  rw [h, ZMod.stdAddChar_coe]
  push_cast
  congr 2
  ring
```

## Two transforms invert the grid

Multiplying F by itself gives

(F²)(j,l) = (1/N) Σ_k exp(-2πi k(j+l)/N).

If j + l = 0 modulo N, all N terms are 1 and the result is 1. Otherwise q = exp(-2πi(j+l)/N) differs from 1 while q^N = 1, so the geometric sum (q^N - 1)/(q - 1) vanishes. Lean takes this orthogonality from `AddChar.sum_mulShift`, after `h` has combined the two phases.

```lean
/-- The square of the Fourier matrix connects each grid point only with its mirror image. -/
theorem dft_mul_self_apply (j l : ZMod N) :
    (dftMatrix N * dftMatrix N) j l = if j + l = 0 then 1 else 0 := by
  have hN : (N : ℂ) ≠ 0 := Nat.cast_ne_zero.mpr (NeZero.ne N)
  have hs : ((√(N : ℝ) : ℝ) : ℂ)⁻¹ * ((√(N : ℝ) : ℝ) : ℂ)⁻¹ = (N : ℂ)⁻¹ := by
    rw [← mul_inv, ← Complex.ofReal_mul, Real.mul_self_sqrt (Nat.cast_nonneg N),
      Complex.ofReal_natCast]
  have h : ∀ k : ZMod N, dftMatrix N j k * dftMatrix N k l =
      (N : ℂ)⁻¹ * ZMod.stdAddChar (k * (-(j + l))) := by
    intro k
    have e : k * (-(j + l)) = -(j * k) + -(k * l) := by ring
    rw [e, AddChar.map_add_eq_mul, ← hs]
    simp only [dftMatrix, Matrix.of_apply]
    ring
  -- orthogonality of the plane waves
  rw [Matrix.mul_apply, Finset.sum_congr rfl (fun k _ => h k), ← Finset.mul_sum,
    AddChar.sum_mulShift _ (ZMod.isPrimitive_stdAddChar N), ZMod.card]
  simp only [neg_eq_zero]
  split_ifs <;> simp [hN]
```

In the sum F²f(j) = Σ_l (F²)(j,l) f(l), only l = -j survives:

F²f(j) = f(-j).

```lean
/-- Two Fourier transforms invert the grid: `F² f(j) = f(-j)`. -/
theorem dft_twice (f : ZMod N → ℂ) :
    dftMatrix N *ᵥ (dftMatrix N *ᵥ f) = fun j => f (-j) := by
  ext j
  rw [Matrix.mulVec_mulVec]
  simp only [Matrix.mulVec, dotProduct, dft_mul_self_apply]
  rw [Finset.sum_eq_single (-j)]
  · simp
  · intro l _ hl
    have h : j + l ≠ 0 := fun h => hl (eq_neg_of_add_eq_zero_right h)
    simp [h]
  · intro h
    exact absurd (Finset.mem_univ _) h
```

Inverting twice restores every point, so F⁴f = f.

```lean
/-- Four Fourier transforms give back the original function. -/
theorem dft_four (f : ZMod N → ℂ) :
    dftMatrix N *ᵥ (dftMatrix N *ᵥ (dftMatrix N *ᵥ (dftMatrix N *ᵥ f))) = f := by
  rw [dft_twice, dft_twice]
  ext j
  simp
```

Unitarity follows from the same sum. Conjugating an entry reverses the sign of its exponent, which amounts to reversing the sign of one index. Since F is also symmetric, the two indices can be exchanged:

F†(j,k) = F(k,j)* = F(-j,k),
(F†F)(j,l) = Σ_k F(-j,k) F(k,l) = (F²)(-j,l) = δ_jl.

The second half of the theorem turns F⁴f = f for all f into the matrix identity F⁴ = 1.

```lean
/-- The Fourier matrix is unitary and its fourth power is the identity. -/
theorem dft_unitary_and_pow_four :
    dftMatrix N ∈ Matrix.unitaryGroup (ZMod N) ℂ ∧ dftMatrix N ^ 4 = 1 := by
  constructor
  · -- conjugating an entry reverses the sign of one index
    have h : ∀ j k, (star (dftMatrix N)) j k = dftMatrix N (-j) k := by
      intro j k
      have hc : star (ZMod.stdAddChar (-(k * j)) : ℂ) = ZMod.stdAddChar (-(-j * k)) := by
        rw [← starRingEnd_apply, ← AddChar.map_neg_eq_conj]
        congr 1
        ring
      rw [Matrix.star_apply]
      simp only [dftMatrix, Matrix.of_apply]
      rw [star_mul', hc, star_inv₀, Complex.star_def, Complex.conj_ofReal]
    rw [Matrix.mem_unitaryGroup_iff']
    ext j l
    rw [Matrix.mul_apply]
    simp only [h]
    rw [← Matrix.mul_apply, dft_mul_self_apply, Matrix.one_apply]
    have e : -j + l = 0 ↔ j = l := neg_add_eq_zero
    by_cases hjl : j = l <;> simp [e, hjl]
  · apply Matrix.toLin'.injective
    apply LinearMap.ext
    intro f
    rw [Matrix.toLin'_apply, Matrix.toLin'_apply, Matrix.one_mulVec]
    simp only [pow_succ, pow_zero, one_mul, mul_assoc, ← Matrix.mulVec_mulVec]
    exact dft_four f
```

## Selecting and identifying the components

Apply F to P_c f and use F⁴f = f:

F P_c f = (Ff + c³ F²f + c² F³f + c f)/4.

On the other side,

c P_c f = (c f + c⁴ Ff + c³ F²f + c² F³f)/4.

These agree because c⁴ = 1, which is the hypothesis `hc` that `linear_combination` uses.

```lean
/-- For `c⁴ = 1` the part of `f` selected by `c` is multiplied by `c` under
the Fourier transform. -/
theorem dft_eigenPart {c : ℂ} (hc : c ^ 4 = 1) (f : ZMod N → ℂ) :
    dftMatrix N *ᵥ eigenPart c f = c • eigenPart c f := by
  simp only [eigenPart, Matrix.mulVec_smul, Matrix.mulVec_add, dft_four]
  ext j
  simp only [Pi.smul_apply, Pi.add_apply, smul_eq_mul]
  linear_combination (-(1 / 4) * (dftMatrix N *ᵥ f) j) * hc
```

If Ff = c f, then applying F twice gives

f(-j) = F²f(j) = c² f(j).

Thus c = ±1 gives even functions and c = ±i gives odd ones.

```lean
/-- A Fourier eigenvector with eigenvalue `c` obeys `f(-j) = c² f(j)`. -/
theorem eigenvector_parity {c : ℂ} {f : ZMod N → ℂ}
    (h : dftMatrix N *ᵥ f = c • f) (j : ZMod N) : f (-j) = c ^ 2 * f j := by
  have e := congrFun (dft_twice f) j
  rw [h, Matrix.mulVec_smul, h] at e
  simp only [Pi.smul_apply, smul_eq_mul] at e
  linear_combination -e
```

For existence, add P_c f over c = 1, -1, i, -i. The sums of c, c² and c³ over these values are all zero, so only 4f/4 = f remains.

For uniqueness, take any splitting and apply F repeatedly:

f = g₀ + g₁ + g₂ + g₃
Ff = g₀ - g₁ + i g₂ - i g₃
F²f = g₀ + g₁ - g₂ - g₃
F³f = g₀ - g₁ - i g₂ + i g₃.

Inserting these into P_c f leaves exactly the component with eigenvalue c, so the splitting is determined by f. The four lines are `h0` to `h3`, and the resulting identifications are `k0` to `k3`. In the statement, `∃!` expresses existence and uniqueness of the whole family g; the second clause gives the parities.

For a wavefunction sampled on a finite one-dimensional periodic grid, F passes from position values to plane-wave amplitudes, and, when the plane-wave index is matched with the grid index, the amplitudes of each component equal its position values times the constant phase 1, -1, i or -i.

```lean
/-- Every grid function is in exactly one way a sum of four functions, some possibly zero, that the
Fourier transform multiplies by `1, -1, i, -i` respectively; the first two are even and the last two
odd. -/
theorem dft_unique_splitting (f : ZMod N → ℂ) :
    (∃! g, IsSplitting f g) ∧ ∀ g, IsSplitting f g → ∀ j,
      g 0 (-j) = g 0 j ∧ g 1 (-j) = g 1 j ∧ g 2 (-j) = -g 2 j ∧ g 3 (-j) = -g 3 j := by
  have hI : I ^ 2 = -1 := Complex.I_sq
  have hI3 : I ^ 3 = -I := by linear_combination I * hI
  have hn : (-I) ^ 2 = -1 := by linear_combination hI
  have hn3 : (-I) ^ 3 = I := by linear_combination -I * hI
  refine ⟨⟨![eigenPart 1 f, eigenPart (-1) f, eigenPart I f, eigenPart (-I) f],
    ⟨dft_eigenPart (by norm_num) f, dft_eigenPart (by norm_num) f,
      dft_eigenPart (by linear_combination (I ^ 2 - 1) * hI) f,
      dft_eigenPart (by linear_combination (I ^ 2 - 1) * hI) f, ?_⟩, ?_⟩, ?_⟩
  · ext j
    show (eigenPart 1 f + eigenPart (-1) f + eigenPart I f + eigenPart (-I) f) j = f j
    simp only [eigenPart, Pi.smul_apply, Pi.add_apply, smul_eq_mul, hI, hI3, hn, hn3]
    ring
  · -- the transforms of `f` determine each component
    rintro g ⟨e0, e1, e2, e3, hs⟩
    have h0 : ∀ j, f j = g 0 j + g 1 j + g 2 j + g 3 j := fun j => (congrFun hs j).symm
    have h1 : ∀ j, (dftMatrix N *ᵥ f) j = g 0 j - g 1 j + I * g 2 j - I * g 3 j := by
      intro j
      rw [← hs]
      simp only [Matrix.mulVec_add, e0, e1, e2, e3, Pi.add_apply, Pi.smul_apply, smul_eq_mul]
      ring
    have h2 : ∀ j, (dftMatrix N *ᵥ (dftMatrix N *ᵥ f)) j =
        g 0 j + g 1 j - g 2 j - g 3 j := by
      intro j
      rw [← hs]
      simp only [Matrix.mulVec_add, Matrix.mulVec_smul, e0, e1, e2, e3, Pi.add_apply,
        Pi.smul_apply, smul_eq_mul]
      linear_combination (g 2 j + g 3 j) * hI
    have h3 : ∀ j, (dftMatrix N *ᵥ (dftMatrix N *ᵥ (dftMatrix N *ᵥ f))) j =
        g 0 j - g 1 j - I * g 2 j + I * g 3 j := by
      intro j
      rw [← hs]
      simp only [Matrix.mulVec_add, Matrix.mulVec_smul, e0, e1, e2, e3, Pi.add_apply,
        Pi.smul_apply, smul_eq_mul]
      linear_combination (I * (g 2 j - g 3 j)) * hI
    have k0 : g 0 = eigenPart 1 f := by
      ext j
      simp only [eigenPart, Pi.smul_apply, Pi.add_apply, smul_eq_mul, h1, h2, h3, h0]
      ring
    have k1 : g 1 = eigenPart (-1) f := by
      ext j
      simp only [eigenPart, Pi.smul_apply, Pi.add_apply, smul_eq_mul, h1, h2, h3, h0]
      ring
    have k2 : g 2 = eigenPart I f := by
      ext j
      simp only [eigenPart, Pi.smul_apply, Pi.add_apply, smul_eq_mul, h1, h2, h3, h0, hI, hI3]
      linear_combination (1 / 2 * (g 2 j - g 3 j)) * hI
    have k3 : g 3 = eigenPart (-I) f := by
      ext j
      simp only [eigenPart, Pi.smul_apply, Pi.add_apply, smul_eq_mul, h1, h2, h3, h0, hn, hn3]
      linear_combination (-(1 / 2) * (g 2 j - g 3 j)) * hI
    funext m
    fin_cases m
    exacts [k0, k1, k2, k3]
  · rintro g ⟨e0, e1, e2, e3, -⟩ j
    refine ⟨?_, ?_, ?_, ?_⟩
    · linear_combination eigenvector_parity e0 j
    · linear_combination eigenvector_parity e1 j
    · linear_combination eigenvector_parity e2 j + g 2 j * hI
    · linear_combination eigenvector_parity e3 j + g 3 j * hI
```

## Eigenvalues and orthogonality

Let Ff = c f with f ≠ 0. Then f = F⁴f = c⁴f, and evaluating at a point where f(j) ≠ 0 gives c⁴ = 1. This restricts the possible eigenvalues; it does not give their multiplicities, and some may be absent for small N.

```lean
/-- Every eigenvalue of the Fourier matrix is a fourth root of unity. -/
theorem eigenvalue_pow_four {c : ℂ} {f : ZMod N → ℂ} (hf : f ≠ 0)
    (h : dftMatrix N *ᵥ f = c • f) : c ^ 4 = 1 := by
  obtain ⟨j, hj⟩ := Function.ne_iff.mp hf
  have hj' : f j ≠ 0 := hj
  have e := congrFun (dft_four f) j
  simp only [h, Matrix.mulVec_smul, Pi.smul_apply, smul_eq_mul] at e
  apply mul_right_cancel₀ hj'
  linear_combination e
```

An asterisk denotes complex conjugation, so c*d below is the conjugate of c times d. Write ⟨f,g⟩ = Σ_j f(j)* g(j), which is `star f ⬝ᵥ g` in Lean. If Ff = c f and Fg = d g with c ≠ d, unitarity gives

⟨f,g⟩ = ⟨Ff,Fg⟩ = c*d ⟨f,g⟩.

Suppose the overlap were nonzero. Then c*d = 1. Also f ≠ 0, so c⁴ = 1 and hence c*c = 1. Multiplying c*d = 1 by c gives d = c, a contradiction. The components of a splitting are therefore mutually orthogonal.

```lean
/-- Fourier eigenvectors with different eigenvalues are orthogonal. -/
theorem eigenvectors_orthogonal {c d : ℂ} {f g : ZMod N → ℂ} (hcd : c ≠ d)
    (hf : dftMatrix N *ᵥ f = c • f) (hg : dftMatrix N *ᵥ g = d • g) :
    star f ⬝ᵥ g = 0 := by
  by_contra ht
  have hf0 : f ≠ 0 := by
    rintro rfl
    exact ht (by simp)
  -- unitarity preserves the overlap
  have hu : star (dftMatrix N *ᵥ f) ⬝ᵥ (dftMatrix N *ᵥ g) = star f ⬝ᵥ g := by
    rw [Matrix.star_mulVec, ← Matrix.dotProduct_mulVec, Matrix.mulVec_mulVec,
      ← Matrix.star_eq_conjTranspose,
      Matrix.mem_unitaryGroup_iff'.mp dft_unitary_and_pow_four.1, Matrix.one_mulVec]
  rw [hf, hg] at hu
  simp only [star_smul, smul_dotProduct, dotProduct_smul, smul_eq_mul] at hu
  have h1 : star c * d = 1 := by
    apply mul_right_cancel₀ ht
    linear_combination hu
  have hn : ‖c‖ = 1 := norm_eq_one_of_pow_eq_one (eigenvalue_pow_four hf0 hf) (by norm_num)
  have h2 : star c * c = 1 := by
    rw [← starRingEnd_apply, Complex.conj_mul', hn]
    norm_num
  exact hcd (by linear_combination d * h2 - c * h1 + (c - d) * (1 : ℂ) * h2 - (c - d) * h2
    + (c - d) - (c - d))

end

end DFTEigenspaces
```

```lean
#print axioms DFTEigenspaces.dftMatrix_entry
#print axioms DFTEigenspaces.dft_unique_splitting
#print axioms DFTEigenspaces.eigenvectors_orthogonal
```

```
'DFTEigenspaces.dftMatrix_entry' depends on axioms: [propext, Classical.choice, Quot.sound]
'DFTEigenspaces.dft_unique_splitting' depends on axioms: [propext, Classical.choice, Quot.sound]
'DFTEigenspaces.eigenvectors_orthogonal' depends on axioms: [propext, Classical.choice, Quot.sound]
```
